# The exact limiting variance of the Leimkuhler–Matthews integrator for an overdamped harmonic oscillator at stable step sizes

A particle is tied to the origin by a spring of stiffness \(k\) and moves in a strongly damping solvent at temperature \(T\). With the mobility and Boltzmann's constant set to one, its position obeys \(dx=-kx\,dt+\sqrt{2T}\,dW\), where \(W\) is a Wiener process, and its equilibrium variance is \(T/k\). A simulation replaces this motion by steps of finite length \(h\), which may change the variance. The Leimkuhler–Matthews scheme takes the steps

\[
x_{n+1}=(1-hk)\,x_n+\sqrt{hT/2}\,(\xi_n+\xi_{n+1}),
\]

where the noises \(\xi_n\) have mean zero and unit variance and are mutually uncorrelated. Each noise after \(\xi_0\) is used in two successive steps. If \(h,k,T>0\), \(hk<2\), and the start \(x_0\) has mean zero and is uncorrelated with all the noises, the variance of \(x_n\) tends to exactly \(T/k\), with no step-size error.

The scheme is also used for general forces; the result here concerns the linear force \(-kx\). For one such overdamped mode in a molecular simulation, it says that the mean potential energy \(\tfrac12 k\langle x^2\rangle\) tends to the equipartition value \(T/2\) at every stable step size.

## The variance recurrence and its fixed point

Write \(\langle\cdot\rangle\) for the average and \(V_n=\langle x_n^2\rangle\). The position \(x_n\) is a combination of \(x_0,\xi_0,\dots,\xi_n\), so \(\langle x_n\xi_m\rangle=0\) for \(m>n\). After at least one step, the position does correlate with its latest noise:

\[
\langle x_{n+1}\xi_{n+1}\rangle=(1-hk)\cdot 0+\sqrt{hT/2}\,(0+1)=\sqrt{hT/2}.
\]

The next step uses \(\xi_{n+1}\) again. Since \(\langle(\xi_{n+1}+\xi_{n+2})^2\rangle=2\), squaring the update gives

\[
\begin{aligned}
V_{n+2}&=(1-hk)^2V_{n+1}+2(1-hk)\frac{hT}{2}+\frac{hT}{2}\cdot 2\\
&=(1-hk)^2V_{n+1}+hT(2-hk).
\end{aligned}
\]

The value \(T/k\) is a fixed point, because \(\bigl(1-(1-hk)^2\bigr)T/k=hT(2-hk)\). Subtracting it leaves a geometric sequence. In the first step \(x_0\) is uncorrelated with both noises, so \(V_1=(1-hk)^2V_0+hT\), and

\[
V_{n+1}-\frac Tk=(1-hk)^{2n}\Bigl((1-hk)^2V_0+hT-\frac Tk\Bigr).
\]

For \(0<hk<2\) the ratio \((1-hk)^2\) is below one and the deviation vanishes. For \(hk\ge2\) the ratio is at least one, and the bracket is at least \((hk-1)T/k\ge T/k\). Then \(V_{n+1}\ge 2T/k\) for all \(n\), and the limit cannot be \(T/k\).

It would be a mistake to treat the kick as uncorrelated with the position, as it is in the Euler–Maruyama scheme. Doing so loses the middle term of the squared update and gives the fixed point \(T/(k(2-hk))\), about half the correct value for small \(hk\).

## Random variables as vectors

In Lean 4 with Mathlib:

```lean
import Mathlib

open Filter Topology

namespace LeimkuhlerMatthews

noncomputable section

variable {E : Type*} [NormedAddCommGroup E] [InnerProductSpace ℝ E]
  {ξ : ℕ → E} {x₀ : E} {h k T : ℝ}
```

The positions and noises are vectors in a real inner-product space `E`. The inner product stands for the covariance and the squared norm for the variance. The letter `k` is the stiffness, not Boltzmann's constant.

That independent standard normal variables are orthonormal in the space of square-integrable random variables is the step from these vectors to the noise of a simulation, and it is made here in prose.

```lean
/-- The Leimkuhler-Matthews trajectory for a harmonic force of stiffness `k`, with time step `h`,
temperature `T`, noises `ξ` and start `x₀`; each kick averages two successive noises. -/
def lmTraj (h k T : ℝ) (ξ : ℕ → E) (x₀ : E) : ℕ → E
  | 0 => x₀
  | n + 1 => (1 - h * k) • lmTraj h k T ξ x₀ n + √(h * T / 2) • (ξ n + ξ (n + 1))
```

`lmTraj` is the update rule above, with `x₀` as its value at step zero.

```lean
/-- The Euler-Maruyama trajectory for the same harmonic force, with a fresh noise in each step. -/
def emTraj (h k T : ℝ) (ξ : ℕ → E) (x₀ : E) : ℕ → E
  | 0 => x₀
  | n + 1 => (1 - h * k) • emTraj h k T ξ x₀ n + √(2 * h * T) • ξ n
```

`emTraj` is the Euler–Maruyama scheme for the same force, with one fresh noise per step.

## Correlations between position and noise

```lean
/-- The variance after a linear step: scaled old variance, cross-correlation, and variance of the
kick. -/
theorem norm_sq_step (a s : ℝ) (x w : E) :
    ‖a • x + s • w‖ ^ 2 = a ^ 2 * ‖x‖ ^ 2 + 2 * a * s * inner ℝ x w + s ^ 2 * ‖w‖ ^ 2 := by
  simp only [norm_add_sq_real, norm_smul, mul_pow, Real.norm_eq_abs, sq_abs,
    real_inner_smul_left, real_inner_smul_right]
  ring
```

This is the squared update for a general linear step, with the cross term kept.

```lean
/-- The sum of two successive orthonormal noises has variance two. -/
theorem norm_sq_noise_pair (hξ : Orthonormal ℝ ξ) (n : ℕ) : ‖ξ n + ξ (n + 1)‖ ^ 2 = 2 := by
  have h0 : inner ℝ (ξ n) (ξ (n + 1)) = 0 := hξ.2 (by omega)
  rw [norm_add_sq_real, hξ.1, hξ.1, h0]
  norm_num
```

`Orthonormal ℝ ξ` says that each noise has unit variance and that different noises are uncorrelated. The pair therefore has variance two.

```lean
/-- If the noises are orthonormal and the start is uncorrelated with them, the position at step
`n` is uncorrelated with every noise of index larger than `n`. -/
theorem inner_future (hξ : Orthonormal ℝ ξ) (hx : ∀ m, inner ℝ x₀ (ξ m) = 0)
    (n m : ℕ) (hnm : n < m) : inner ℝ (lmTraj h k T ξ x₀ n) (ξ m) = 0 := by
  induction n with
  | zero => exact hx m
  | succ n ih =>
    have h0 : inner ℝ (ξ n) (ξ m) = 0 := hξ.2 (by omega)
    have h1 : inner ℝ (ξ (n + 1)) (ξ m) = 0 := hξ.2 (by omega)
    simp only [lmTraj, inner_add_left, real_inner_smul_left, ih (by omega), h0, h1]
    ring
```

The hypothesis `hx` says that the start is uncorrelated with every noise. Induction on `n` carries this over to all noises later than the current position.

```lean
/-- If the noises are orthonormal and the start is uncorrelated with them, the position after
at least one step has covariance `√(hT/2)` with the noise that the next step uses again. -/
theorem inner_current (hξ : Orthonormal ℝ ξ) (hx : ∀ m, inner ℝ x₀ (ξ m) = 0) (n : ℕ) :
    inner ℝ (lmTraj h k T ξ x₀ (n + 1)) (ξ (n + 1)) = √(h * T / 2) := by
  have hf := inner_future (h := h) (k := k) (T := T) hξ hx n (n + 1) (by omega)
  have h0 : inner ℝ (ξ n) (ξ (n + 1)) = 0 := hξ.2 (by omega)
  have h1 : inner ℝ (ξ (n + 1)) (ξ (n + 1)) = (1 : ℝ) := by
    rw [real_inner_self_eq_norm_sq, hξ.1]
    norm_num
  simp only [lmTraj, inner_add_left, real_inner_smul_left, hf, h0, h1]
  ring
```

Expanding one update leaves only the overlap of `ξ (n + 1)` with itself, which gives the covariance \(\sqrt{hT/2}\).

## From the recurrence to the limit

```lean
/-- For orthonormal noises, a start uncorrelated with them and `hT ≥ 0`, the variance obeys
`V' = (1 - hk)² V + hT(2 - hk)` from the first step on. -/
theorem norm_sq_succ (hξ : Orthonormal ℝ ξ) (hx : ∀ m, inner ℝ x₀ (ξ m) = 0)
    (hT : 0 ≤ h * T) (n : ℕ) :
    ‖lmTraj h k T ξ x₀ (n + 1 + 1)‖ ^ 2 =
      (1 - h * k) ^ 2 * ‖lmTraj h k T ξ x₀ (n + 1)‖ ^ 2 + h * T * (2 - h * k) := by
  have hs : √(h * T / 2) ^ 2 = h * T / 2 := Real.sq_sqrt (by linarith)
  -- only the shared noise correlates with the position
  have hc : inner ℝ (lmTraj h k T ξ x₀ (n + 1)) (ξ (n + 1) + ξ (n + 1 + 1)) =
      √(h * T / 2) := by
    rw [inner_add_right, inner_current hξ hx, inner_future hξ hx _ _ (by omega), add_zero]
  rw [lmTraj, norm_sq_step, hc, norm_sq_noise_pair hξ]
  linear_combination (2 * (1 - h * k) + 2) * hs
```

The intermediate fact `hc` evaluates the cross-correlation. The final `linear_combination` replaces the squared root by \(hT/2\) in both the cross term and the kick term; this is where \(hT\ge0\) is used.

```lean
/-- For orthonormal noises, a start uncorrelated with them, `hT ≥ 0` and `k ≠ 0`, the deviation
of the variance from `T/k` is geometric with ratio `(1 - hk)²` from the first step on. -/
theorem norm_sq_sub (hξ : Orthonormal ℝ ξ) (hx : ∀ m, inner ℝ x₀ (ξ m) = 0)
    (hT : 0 ≤ h * T) (hk : k ≠ 0) (n : ℕ) :
    ‖lmTraj h k T ξ x₀ (n + 1)‖ ^ 2 - T / k =
      ((1 - h * k) ^ 2) ^ n * ((1 - h * k) ^ 2 * ‖x₀‖ ^ 2 + h * T - T / k) := by
  have hq : T / k * k = T := div_mul_cancel₀ T hk
  induction n with
  | zero =>
    -- the first kick is uncorrelated with the start
    have hs : √(h * T / 2) ^ 2 = h * T / 2 := Real.sq_sqrt (by linarith)
    have hc : inner ℝ x₀ (ξ 0 + ξ (0 + 1)) = 0 := by
      rw [inner_add_right, hx, hx, add_zero]
    rw [lmTraj, lmTraj, norm_sq_step, hc, norm_sq_noise_pair hξ, hs]
    ring
  | succ n ih =>
    rw [norm_sq_succ hξ hx hT, pow_succ]
    generalize T / k = q at hq ih ⊢
    linear_combination (1 - h * k) ^ 2 * ih - h * (2 - h * k) * hq
```

The base case is the first step, with its vanishing cross term. The induction step applies the recurrence and uses \((T/k)\,k=T\) to cancel the fixed point.

```lean
/-- For orthonormal noises, a start uncorrelated with them, positive `h`, `k`, `T` and `hk < 2`,
the variance of the Leimkuhler-Matthews trajectory tends to exactly `T/k`. -/
theorem tendsto_norm_sq (hξ : Orthonormal ℝ ξ) (hx : ∀ m, inner ℝ x₀ (ξ m) = 0)
    (hh : 0 < h) (hk : 0 < k) (hT : 0 < T) (hs : h * k < 2) :
    Tendsto (fun n => ‖lmTraj h k T ξ x₀ n‖ ^ 2) atTop (𝓝 (T / k)) := by
  have ha : (1 - h * k) ^ 2 < 1 := by
    nlinarith [mul_pos (mul_pos hh hk) (sub_pos.2 hs)]
  have e : (fun n => ‖lmTraj h k T ξ x₀ (n + 1)‖ ^ 2) = fun n =>
      ((1 - h * k) ^ 2) ^ n * ((1 - h * k) ^ 2 * ‖x₀‖ ^ 2 + h * T - T / k) + T / k :=
    funext fun n => by linarith [norm_sq_sub hξ hx (mul_pos hh hT).le hk.ne' n]
  have hlim := ((tendsto_pow_atTop_nhds_zero_of_lt_one (sq_nonneg (1 - h * k)) ha).mul_const
    ((1 - h * k) ^ 2 * ‖x₀‖ ^ 2 + h * T - T / k)).add_const (T / k)
  rw [zero_mul, zero_add, ← e] at hlim
  exact (tendsto_add_atTop_iff_nat 1).1 hlim
```

In words: for positive step, stiffness and temperature with \(hk<2\), the sequence \(\|x_n\|^2\) converges to \(T/k\) as \(n\to\infty\). The proof shows \((1-hk)^2<1\), takes the limit of the geometric formula, and passes from the sequence shifted by one step to the original one.

The statement concerns the second moment only. It says nothing about the shape of the distribution or about time averages along a single run.

```lean
/-- For orthonormal noises, a start uncorrelated with them and positive `h`, `k`, `T`, the
variance tends to `T/k` if and only if `hk < 2`. -/
theorem tendsto_norm_sq_iff (hξ : Orthonormal ℝ ξ) (hx : ∀ m, inner ℝ x₀ (ξ m) = 0)
    (hh : 0 < h) (hk : 0 < k) (hT : 0 < T) :
    Tendsto (fun n => ‖lmTraj h k T ξ x₀ n‖ ^ 2) atTop (𝓝 (T / k)) ↔ h * k < 2 := by
  refine ⟨fun H => ?_, tendsto_norm_sq hξ hx hh hk hT⟩
  by_contra hn
  have h2 : 2 ≤ h * k := not_lt.1 hn
  have hq : 0 < T / k := div_pos hT hk
  have hqk : T / k * k = T := div_mul_cancel₀ T hk.ne'
  have hhT : h * T = h * k * (T / k) := by linear_combination -h * hqk
  have hm : 2 * (T / k) ≤ h * k * (T / k) := mul_le_mul_of_nonneg_right h2 hq.le
  have hD : T / k ≤ (1 - h * k) ^ 2 * ‖x₀‖ ^ 2 + h * T - T / k := by
    have : 0 ≤ (1 - h * k) ^ 2 * ‖x₀‖ ^ 2 := by positivity
    linarith
  have ha : 1 ≤ (1 - h * k) ^ 2 := by nlinarith
  -- the variance never comes below twice the target
  have hb : ∀ n, 2 * (T / k) ≤ ‖lmTraj h k T ξ x₀ (n + 1)‖ ^ 2 := fun n => by
    have h3 := le_mul_of_one_le_left (hq.le.trans hD) (one_le_pow₀ ha (n := n))
    linarith [norm_sq_sub hξ hx (mul_pos hh hT).le hk.ne' n]
  have := ge_of_tendsto' ((tendsto_add_atTop_iff_nat 1).2 H) hb
  linarith
```

The stability condition is also necessary. If \(hk\ge2\), `hb` bounds the variance below by \(2T/k\) from the first step on. A limit of \(T/k\) would then give \(2T/k\le T/k\), which is false for positive \(T/k\).

## The Euler–Maruyama variance and an example of the noises

```lean
/-- For orthonormal noises, a start uncorrelated with them, positive `h`, `k`, `T` and `hk < 2`,
the variance of the Euler-Maruyama trajectory tends to `T/(k(1 - hk/2))`. -/
theorem euler_maruyama_tendsto (hξ : Orthonormal ℝ ξ) (hx : ∀ m, inner ℝ x₀ (ξ m) = 0)
    (hh : 0 < h) (hk : 0 < k) (hT : 0 < T) (hs : h * k < 2) :
    Tendsto (fun n => ‖emTraj h k T ξ x₀ n‖ ^ 2) atTop
      (𝓝 (T / (k * (1 - h * k / 2)))) := by
  -- the position is uncorrelated with all noises not yet used
  have hf : ∀ n m, n ≤ m → inner ℝ (emTraj h k T ξ x₀ n) (ξ m) = 0 := by
    intro n m hnm
    induction n with
    | zero => exact hx m
    | succ n ih =>
      have h0 : inner ℝ (ξ n) (ξ m) = 0 := hξ.2 (by omega)
      simp only [emTraj, inner_add_left, real_inner_smul_left, ih (by omega), h0]
      ring
  have hr : √(2 * h * T) ^ 2 = 2 * h * T := Real.sq_sqrt (by positivity)
  have hd : 0 < k * (1 - h * k / 2) := mul_pos hk (by linarith)
  have hW : T / (k * (1 - h * k / 2)) * (k * (1 - h * k / 2)) = T :=
    div_mul_cancel₀ T hd.ne'
  generalize T / (k * (1 - h * k / 2)) = W at hW ⊢
  have e : ∀ n, ‖emTraj h k T ξ x₀ n‖ ^ 2 =
      ((1 - h * k) ^ 2) ^ n * (‖x₀‖ ^ 2 - W) + W := by
    intro n
    induction n with
    | zero => simp [emTraj]
    | succ n ih =>
      rw [emTraj, norm_sq_step, hf n n le_rfl, hξ.1, hr, pow_succ]
      linear_combination (1 - h * k) ^ 2 * ih - 2 * h * hW
  have ha : (1 - h * k) ^ 2 < 1 := by
    nlinarith [mul_pos (mul_pos hh hk) (sub_pos.2 hs)]
  have hlim := ((tendsto_pow_atTop_nhds_zero_of_lt_one (sq_nonneg (1 - h * k)) ha).mul_const
    (‖x₀‖ ^ 2 - W)).add_const W
  rw [zero_mul, zero_add] at hlim
  rw [funext e]
  exact hlim
```

Here each kick is uncorrelated with the position, so \(V_{n+1}=(1-hk)^2V_n+2hT\). The fixed point is \(T/(k(1-hk/2))\), and the same geometric argument gives convergence to it. At \(hk=0.2\) this limit is about 11% above \(T/k\).

```lean
/-- The standard basis of the space of square-summable real sequences. -/
def stdBasis : HilbertBasis ℕ ℝ (lp (fun _ : ℕ => ℝ) 2) :=
  HilbertBasis.ofRepr (LinearIsometryEquiv.refl ℝ _)

/-- In the space of square-summable sequences, the basis vectors from index one on are
orthonormal noises, and the basis vector of index zero is a start uncorrelated with them. -/
theorem noise_witness : Orthonormal ℝ (fun n : ℕ => stdBasis (n + 1)) ∧
    ∀ m : ℕ, inner ℝ (stdBasis 0) (stdBasis (m + 1)) = 0 :=
  ⟨stdBasis.orthonormal.comp (fun n : ℕ => n + 1) (add_left_injective 1),
    fun m => stdBasis.orthonormal.2 (by omega)⟩

end

end LeimkuhlerMatthews
```

The standard basis of the square-summable sequences satisfies the assumptions on noise and start: the basis vector of index zero serves as \(x_0\), and the later basis vectors serve as \(\xi_0,\xi_1,\dots\).

```lean
#print axioms LeimkuhlerMatthews.tendsto_norm_sq
#print axioms LeimkuhlerMatthews.tendsto_norm_sq_iff
#print axioms LeimkuhlerMatthews.euler_maruyama_tendsto
```

```
'LeimkuhlerMatthews.tendsto_norm_sq' depends on axioms: [propext, Classical.choice, Quot.sound]
'LeimkuhlerMatthews.tendsto_norm_sq_iff' depends on axioms: [propext, Classical.choice, Quot.sound]
'LeimkuhlerMatthews.euler_maruyama_tendsto' depends on axioms: [propext, Classical.choice, Quot.sound]
```
